# The smallest Hermitian perturbation making a unit vector an eigenvector of a Hermitian matrix has Frobenius norm √2 times the residual norm

State vectors are modelled as plain functions `n → ℂ` on a finite index type, with their size given by an explicit sum of squared moduli, because Mathlib's default norm on such functions is the maximum norm and not the Euclidean one. Matrices are measured likewise, by the sum of the squared moduli of their entries.

In Lean 4 with Mathlib:

```lean
import Mathlib

open scoped Matrix

namespace HermitianBackwardError

noncomputable section

variable {n : Type*} [Fintype n]

/-- The squared Euclidean norm of a state vector. -/
def lenSq (x : n → ℂ) : ℝ := ∑ i, ‖x i‖ ^ 2

/-- The squared Frobenius norm of a matrix. -/
def frobSq (M : Matrix n n ℂ) : ℝ := ∑ i, ∑ j, ‖M i j‖ ^ 2

/-- The Rayleigh quotient `⟨v, H v⟩` of a unit vector `v`. -/
def rayleigh (H : Matrix n n ℂ) (v : n → ℂ) : ℂ := star v ⬝ᵥ (H *ᵥ v)

/-- The residual `r = H v - ρ v`, with `ρ` the Rayleigh quotient. -/
def residual (H : Matrix n n ℂ) (v : n → ℂ) : n → ℂ := H *ᵥ v - rayleigh H v • v

/-- The correction `(μ - ρ) v v* - r v* - v r*` for a prescribed eigenvalue `μ`. -/
def correction (H : Matrix n n ℂ) (v : n → ℂ) (μ : ℂ) : Matrix n n ℂ :=
  Matrix.vecMulVec ((μ - rayleigh H v) • v) (star v)
    - Matrix.vecMulVec (residual H v) (star v) - Matrix.vecMulVec v (star (residual H v))

/-- The squared norm of a vector is its inner product with itself. -/
theorem lenSq_eq (x : n → ℂ) : ((lenSq x : ℝ) : ℂ) = star x ⬝ᵥ x := by
  simp only [lenSq, dotProduct, Pi.star_apply]
  push_cast
  exact Finset.sum_congr rfl fun i _ => (Complex.conj_mul' (x i)).symm

/-- The squared Frobenius norm of a Hermitian matrix is the trace of its square. -/
theorem frobSq_eq {M : Matrix n n ℂ} (hM : M.IsHermitian) :
    ((frobSq M : ℝ) : ℂ) = (M * M).trace := by
  have h : ((frobSq M : ℝ) : ℂ) = (Mᴴ * M).trace := by
    simp only [frobSq, Matrix.trace, Matrix.diag_apply, Matrix.mul_apply,
      Matrix.conjTranspose_apply]
    push_cast
    rw [Finset.sum_comm]
    exact Finset.sum_congr rfl fun i _ => Finset.sum_congr rfl fun j _ =>
      (Complex.conj_mul' (M j i)).symm
  rw [h, hM.eq]

/-- The action of a rank-one matrix on a vector, and the trace of its product with a matrix. -/
theorem rankOne_rules (a b : n → ℂ) :
    (∀ x, Matrix.vecMulVec a b *ᵥ x = (b ⬝ᵥ x) • a) ∧
    (∀ M : Matrix n n ℂ, (Matrix.vecMulVec a b * M).trace = b ⬝ᵥ (M *ᵥ a)) := by
  constructor
  · intro x
    ext i
    simp only [Matrix.mulVec, dotProduct, Matrix.vecMulVec_apply, Pi.smul_apply,
      smul_eq_mul, Finset.sum_mul]
    exact Finset.sum_congr rfl fun j _ => by ring
  · intro M
    simp only [Matrix.trace, Matrix.diag_apply, Matrix.mul_apply, Matrix.vecMulVec_apply,
      dotProduct, Matrix.mulVec, Finset.mul_sum]
    rw [Finset.sum_comm]
    exact Finset.sum_congr rfl fun i _ => Finset.sum_congr rfl fun j _ => by ring

/-- The residual of a unit vector is orthogonal to that vector. -/
theorem residual_orthogonal (H : Matrix n n ℂ) {v : n → ℂ} (hv : star v ⬝ᵥ v = 1) :
    star v ⬝ᵥ residual H v = 0 ∧ star (residual H v) ⬝ᵥ v = 0 := by
  have h : star v ⬝ᵥ residual H v = 0 := by
    simp only [residual, dotProduct_sub, dotProduct_smul, hv, smul_eq_mul, mul_one,
      rayleigh, sub_self]
  exact ⟨h, by rw [Matrix.star_dotProduct, h, star_zero]⟩

/-- The Rayleigh quotient of a Hermitian matrix is real. -/
theorem rayleigh_real {H : Matrix n n ℂ} (hH : H.IsHermitian) (v : n → ℂ) :
    star (rayleigh H v) = rayleigh H v := by
  rw [rayleigh, ← Matrix.star_dotProduct, Matrix.star_mulVec, hH.eq,
    ← Matrix.dotProduct_mulVec]

/-- If the unit vector `v` is an eigenvector of `H + F` with eigenvalue `μ`, then `‖F v‖² = ‖r‖² +
|μ - ρ|²`, and in particular `‖F v‖² ≥ ‖r‖²`. -/
theorem residual_le_backward_error (H F : Matrix n n ℂ) {v : n → ℂ} {μ : ℂ}
    (hv : star v ⬝ᵥ v = 1) (h : (H + F) *ᵥ v = μ • v) :
    lenSq (F *ᵥ v) = lenSq (residual H v) + ‖μ - rayleigh H v‖ ^ 2 ∧
    lenSq (residual H v) ≤ lenSq (F *ᵥ v) := by
  have ho := residual_orthogonal H hv
  -- the eigenvalue equation fixes the action of F on v
  have hF : F *ᵥ v = (μ - rayleigh H v) • v - residual H v := by
    have h1 : F *ᵥ v = μ • v - H *ᵥ v := by
      rw [← h, Matrix.add_mulVec]
      abel
    rw [h1, residual]
    module
  -- Pythagoras for the components along v and along r
  have key (d : ℂ) : lenSq (d • v - residual H v) = lenSq (residual H v) + ‖d‖ ^ 2 := by
    apply Complex.ofReal_injective
    push_cast
    rw [lenSq_eq, lenSq_eq, ← Complex.conj_mul']
    simp only [star_sub, star_smul, sub_dotProduct, dotProduct_sub, smul_dotProduct,
      dotProduct_smul, hv, ho.1, ho.2, smul_eq_mul, starRingEnd_apply]
    ring
  have he := key (μ - rayleigh H v)
  rw [← hF] at he
  exact ⟨he, by rw [he]; exact le_add_of_nonneg_right (sq_nonneg _)⟩

/-- For Hermitian `H`, real `μ` and a unit vector `v` the correction is Hermitian, and the corrected
matrix has the eigenpair `(μ, v)`. -/
theorem correction_spec {H : Matrix n n ℂ} (hH : H.IsHermitian) {v : n → ℂ} {μ : ℂ}
    (hv : star v ⬝ᵥ v = 1) (hμ : star μ = μ) :
    (correction H v μ).IsHermitian ∧ (H + correction H v μ) *ᵥ v = μ • v := by
  constructor
  · refine Matrix.IsHermitian.ext fun i j => ?_
    simp only [correction, Matrix.sub_apply, Matrix.vecMulVec_apply, Pi.smul_apply,
      Pi.star_apply, smul_eq_mul, star_sub, star_mul', star_star, hμ, rayleigh_real hH v]
    ring
  · rw [Matrix.add_mulVec]
    simp only [correction, Matrix.sub_mulVec, rankOne_rules, hv,
      (residual_orthogonal H hv).2, one_smul, zero_smul, sub_zero]
    rw [residual]
    module

/-- If `H` and `F` are Hermitian and `(H + F) v = μ v` for a unit vector `v`, then the squared
Frobenius norm of `F` is `2‖r‖² + |μ - ρ|²` plus the squared distance of `F` from the correction. -/
theorem frobSq_decomposition {H F : Matrix n n ℂ} (hH : H.IsHermitian) (hF : F.IsHermitian)
    {v : n → ℂ} {μ : ℂ} (hv : star v ⬝ᵥ v = 1) (h : (H + F) *ᵥ v = μ • v) :
    frobSq F = 2 * lenSq (residual H v) + ‖μ - rayleigh H v‖ ^ 2
      + frobSq (F - correction H v μ) := by
  have ho := residual_orthogonal H hv
  have hμ : star μ = μ := by
    have e : rayleigh (H + F) v = μ := by
      rw [rayleigh, h, dotProduct_smul, hv, smul_eq_mul, mul_one]
    rw [← e]
    exact rayleigh_real (hH.add hF) v
  have hd : star (μ - rayleigh H v) = μ - rayleigh H v := by
    rw [star_sub, hμ, rayleigh_real hH v]
  obtain ⟨hC, hCv⟩ := correction_spec hH hv hμ
  have hG := hF.sub hC
  -- the difference from the correction annihilates v
  have hGv : (F - correction H v μ) *ᵥ v = 0 := by
    have e := h.trans hCv.symm
    rw [Matrix.add_mulVec, Matrix.add_mulVec] at e
    rw [Matrix.sub_mulVec, sub_eq_zero]
    exact add_left_cancel e
  have tr (M : Matrix n n ℂ) : (correction H v μ * M).trace =
      (μ - rayleigh H v) * (star v ⬝ᵥ (M *ᵥ v)) - star v ⬝ᵥ (M *ᵥ residual H v)
        - star (residual H v) ⬝ᵥ (M *ᵥ v) := by
    simp only [correction, Matrix.sub_mul, Matrix.trace_sub, rankOne_rules,
      Matrix.mulVec_smul, dotProduct_smul, smul_eq_mul]
  -- hence it is orthogonal to the correction in the trace inner product
  have cross : (correction H v μ * (F - correction H v μ)).trace = 0 := by
    have hz : star v ⬝ᵥ ((F - correction H v μ) *ᵥ residual H v) = 0 := by
      rw [Matrix.dotProduct_mulVec, ← hG.eq, ← Matrix.star_mulVec, hGv, star_zero,
        zero_dotProduct]
    rw [tr, hGv, hz]
    simp
  have self : (correction H v μ * correction H v μ).trace =
      (μ - rayleigh H v) * (μ - rayleigh H v)
        + 2 * (star (residual H v) ⬝ᵥ residual H v) := by
    rw [tr]
    simp only [correction, Matrix.sub_mulVec, rankOne_rules, hv, ho.1, ho.2, one_smul,
      zero_smul, sub_zero, zero_sub, dotProduct_sub, dotProduct_neg, dotProduct_smul,
      smul_eq_mul]
    ring
  have expand : F * F = correction H v μ * correction H v μ
      + correction H v μ * (F - correction H v μ) + (F - correction H v μ) * correction H v μ
      + (F - correction H v μ) * (F - correction H v μ) := by
    simp only [Matrix.mul_sub, Matrix.sub_mul]
    abel
  apply Complex.ofReal_injective
  push_cast
  rw [frobSq_eq hF, frobSq_eq hG, lenSq_eq, expand, Matrix.trace_add, Matrix.trace_add,
    Matrix.trace_add, Matrix.trace_mul_comm (F - correction H v μ) (correction H v μ),
    cross, self, ← Complex.conj_mul', starRingEnd_apply, hd]
  ring

/-- For Hermitian `H` and a unit vector `v`, every Hermitian `F` making `v` an eigenvector of `H +
F` has squared Frobenius norm at least `2‖r‖²`, with equality exactly when `H + F = H - r v* - v
r*`. -/
theorem optimal_hermitian_backward_error {H F : Matrix n n ℂ} (hH : H.IsHermitian)
    (hF : F.IsHermitian) {v : n → ℂ} {μ : ℂ} (hv : star v ⬝ᵥ v = 1)
    (h : (H + F) *ᵥ v = μ • v) :
    2 * lenSq (residual H v) ≤ frobSq F ∧
    (frobSq F = 2 * lenSq (residual H v) ↔
      H + F = H - Matrix.vecMulVec (residual H v) (star v)
        - Matrix.vecMulVec v (star (residual H v))) := by
  have hdec := frobSq_decomposition hH hF hv h
  have hn : 0 ≤ frobSq (F - correction H v μ) :=
    Finset.sum_nonneg fun _ _ => Finset.sum_nonneg fun _ _ => sq_nonneg _
  have hs := sq_nonneg ‖μ - rayleigh H v‖
  have hc : correction H v (rayleigh H v) = -Matrix.vecMulVec (residual H v) (star v)
      - Matrix.vecMulVec v (star (residual H v)) := by
    ext i j
    simp [correction, Matrix.vecMulVec_apply]
  have hz (M : Matrix n n ℂ) (hM : frobSq M = 0) : M = 0 := by
    ext i j
    have h1 : ‖M i j‖ ^ 2 ≤ ∑ k, ‖M i k‖ ^ 2 :=
      Finset.single_le_sum (f := fun k => ‖M i k‖ ^ 2)
        (fun _ _ => sq_nonneg _) (Finset.mem_univ j)
    have h2 : ∑ k, ‖M i k‖ ^ 2 ≤ frobSq M :=
      Finset.single_le_sum (f := fun l => ∑ k, ‖M l k‖ ^ 2)
        (fun _ _ => Finset.sum_nonneg fun _ _ => sq_nonneg _) (Finset.mem_univ i)
    have h3 : ‖M i j‖ ^ 2 = 0 := le_antisymm (by linarith) (sq_nonneg _)
    exact norm_eq_zero.1 ((pow_eq_zero_iff two_ne_zero).1 h3)
  refine ⟨by linarith, fun he => ?_, fun hE => ?_⟩
  · -- equality forces both nonnegative excess terms to vanish
    have h1 : ‖μ - rayleigh H v‖ ^ 2 = 0 := by linarith
    have hμ : μ = rayleigh H v :=
      sub_eq_zero.1 (norm_eq_zero.1 ((pow_eq_zero_iff two_ne_zero).1 h1))
    have hFC : F = correction H v μ := sub_eq_zero.1 (hz _ (by linarith))
    rw [hFC, hμ, hc]
    abel
  · have hFC : F = correction H v (rayleigh H v) := by
      apply add_left_cancel (a := H)
      rw [hE, hc]
      abel
    have h1 := (correction_spec hH hv (rayleigh_real hH v)).2
    rw [← hFC] at h1
    have h2 := frobSq_decomposition hH hF hv h1
    rw [← hFC, sub_self, sub_self] at h2
    have h0 : frobSq (0 : Matrix n n ℂ) = 0 := by simp [frobSq]
    rw [h0, norm_zero] at h2
    linarith

end

end HermitianBackwardError
```

```lean
#print axioms HermitianBackwardError.residual_le_backward_error
#print axioms HermitianBackwardError.optimal_hermitian_backward_error
```

```
'HermitianBackwardError.residual_le_backward_error' depends on axioms: [propext, Classical.choice, Quot.sound]
'HermitianBackwardError.optimal_hermitian_backward_error' depends on axioms: [propext, Classical.choice, Quot.sound]
```

## A residual read as a change of Hamiltonian

Let $H$ be a Hermitian matrix, $v$ a unit vector, $\rho=v^*Hv$ its Rayleigh quotient and $r=Hv-\rho v$ its residual. A backward error is a matrix $F$ for which $v$ is an exact eigenvector of $H+F$, with some eigenvalue $\mu$. For a finite Hamiltonian matrix in an orthonormal basis, as in a configuration-interaction calculation, the residual norm of a normalised approximate eigenvector tells how far away the nearest Hermitian matrix is that has this vector as an exact eigenvector. A nonzero residual norm does not by itself tell which eigenvalue of $H$ has been approximated, or how close $v$ is to an eigenvector of $H$.

In the code, `lenSq` is $\|x\|^2$, `frobSq` is $\|M\|_F^2$, and `star v ⬝ᵥ v = 1` is the normalisation. The inner product is conjugate-linear in its first argument, and `Matrix.vecMulVec a (star b)` is $ab^*$. The bounds are stated for squares; taking roots gives the usual norms.

## What any perturbation must do to the vector

The residual is orthogonal to $v$, since
$$v^*r=v^*Hv-\rho\,v^*v=0,$$
and conjugation gives $r^*v=0$. This is `residual_orthogonal`. If $(H+F)v=\mu v$, then
$$Fv=\mu v-Hv=(\mu-\rho)v-r,$$
and Pythagoras gives
$$\|Fv\|^2=\|r\|^2+|\mu-\rho|^2\ge\|r\|^2.$$

This is `residual_le_backward_error`. It holds for arbitrary complex matrices $H$ and $F$ and complex $\mu$. Its step `hF` is the formula for $Fv$, and `key` expands the inner product and removes the cross terms by orthogonality.

## A Hermitian correction that works

Now let $H$ be Hermitian, so that $\rho$ is real (`rayleigh_real`). For real $\mu$, define
$$C=(\mu-\rho)vv^*-rv^*-vr^*.$$
The first term is Hermitian, and the other two are exchanged by the adjoint. Moreover $Cv=(\mu-\rho)v-r$, because $v^*v=1$ and $r^*v=0$, so
$$(H+C)v=Hv+(\mu-\rho)v-r=\mu v.$$
This is `correction_spec`. At $\mu=\rho$ it says that the Hermitian matrix $H-rv^*-vr^*$ has the eigenpair $(\rho,v)$.

## Why no Hermitian perturbation is smaller

Let $F$ also be Hermitian. Then $\mu=v^*(H+F)v$ is real; `frobSq_decomposition` derives this and does not assume it. Put $G=F-C$. Both $F$ and $C$ send $v$ to the same vector, so $Gv=0$, and since $G$ is Hermitian, $v^*G=0$. The rank-one trace rule $\mathrm{tr}(ab^*M)=b^*Ma$, from `rankOne_rules`, gives
$$\mathrm{tr}(CG)=(\mu-\rho)v^*Gv-v^*Gr-r^*Gv=0.$$

The same rule with $M=C$, together with $Cr=-\|r\|^2v$, gives
$$\mathrm{tr}(C^2)=(\mu-\rho)^2+2\|r\|^2.$$
These are the steps `cross` and `self`. For a Hermitian matrix $\|M\|_F^2=\mathrm{tr}(M^2)$ (`frobSq_eq`), so expanding $F^2=(C+G)^2$ under the trace yields
$$\|F\|_F^2=2\|r\|^2+|\mu-\rho|^2+\|G\|_F^2.$$

Dropping the last two terms proves the bound in `optimal_hermitian_backward_error`. Equality makes both vanish: $\mu=\rho$ and $G=0$, hence $H+F=H-rv^*-vr^*$. The auxiliary step `hz` supplies the fact that a matrix of zero Frobenius norm is zero. Conversely, if $H+F$ is that matrix, then $F$ is the correction at $\mu=\rho$, and the decomposition gives $\|F\|_F^2=2\|r\|^2$.

## Measuring with the spectral norm

The perturbation could have been measured by its largest singular value. The minimum would then be $\|r\|$ instead of $\sqrt2\,\|r\|$: the bound on $\|Fv\|$ gives the lower limit, and $-rv^*-vr^*$ attains it, since its nonzero eigenvalues are $\pm\|r\|$ when $r\neq0$. Uniqueness would be lost for $r\ne0$ in dimension three or more, because a small Hermitian term acting only on the complement of $v$ and $r$ leaves the spectral norm unchanged.
